# Two-sided variance bounds on the ground-state energy error of a trial state below the first excited level

## Energy, variance and the spectral window

Throughout, H is a Hermitian operator on a finite-dimensional complex space V, such as the full configuration interaction (CI) space of a molecule in a finite orbital basis. A trial state v is a unit vector in V, with energy E and variance s.

```lean
import Mathlib

open Finset

namespace EnergyVarianceExtrapolation

noncomputable section

variable {V : Type*} [NormedAddCommGroup V] [InnerProductSpace ℂ V]
```

The last line makes V a complex inner product space. As in physics, Lean's inner product is linear in its second argument. The type `V →ₗ[ℂ] V` used below is that of complex-linear operators on V.

```lean
/-- The energy `⟨v, H v⟩` of a normalised state `v` (its real part, for a general operator). -/
def energy (H : V →ₗ[ℂ] V) (v : V) : ℝ := (inner ℂ v (H v)).re
```

This is E = Re⟨v, Hv⟩. For Hermitian H the expectation value is already real, so taking the real part only turns a complex number into a real one. The definition does not divide by ‖v‖²; normalisation enters as a hypothesis of each theorem.

```lean
/-- The energy variance `‖H v‖² - E²` of a normalised state `v` with energy `E`. -/
def variance (H : V →ₗ[ℂ] V) (v : V) : ℝ := ‖H v‖ ^ 2 - energy H v ^ 2
```

This is

s = ‖Hv‖² − E²,

which for a unit vector and Hermitian H is the usual ⟨H²⟩ − ⟨H⟩². It vanishes exactly when v is an eigenstate.

```lean
/-- Every real eigenvalue of `H` is either `E0` or lies in the window `[E1, Emax]`. -/
def GappedSpectrum (H : V →ₗ[ℂ] V) (E0 E1 Emax : ℝ) : Prop :=
  ∀ μ : ℝ, Module.End.HasEigenvalue H (μ : ℂ) → μ = E0 ∨ (E1 ≤ μ ∧ μ ≤ Emax)
```

Read `∀ μ : ℝ, … → …` as "for every real μ, if μ is an eigenvalue of H, then μ = E0 or E1 ≤ μ ≤ Emax". Physically, E0 is the ground-state energy, E1 the first energy above it, and Emax the top of the spectrum. E1 may also be any lower bound on the excited energies, and Emax any upper bound. Degeneracy is allowed at every level. The ordering E0 < E1 is not part of this definition and appears separately in the theorems.

```lean
/-- The energy at zero variance on the straight line through the points (variance, energy) of
two states `u` and `v`, whose variances must differ. -/
def extrapolatedEnergy (H : V →ₗ[ℂ] V) (u v : V) : ℝ :=
  energy H u - variance H u * (energy H v - energy H u) / (variance H v - variance H u)
```

Plot energy vertically against variance horizontally, and draw the straight line through the points of two states u and v. Its value at zero variance is

E_u − s_u (E_v − E_u)/(s_v − s_u).

This is the two-point form of energy-variance extrapolation; a least-squares fit through more points is a different quantity.

## Spectral weights of a trial state

```lean
variable [FiniteDimensional ℂ V]

/-- A normalised state distributes nonnegative weights `p` over eigenvalues `ε` of a Hermitian
`H`, and its energy and variance give the weighted means of `ε - a` and `(ε - a)(ε - b)`. -/
theorem spectral_distribution {H : V →ₗ[ℂ] V} (hH : H.IsSymmetric) {v : V} (hv : ‖v‖ = 1) :
    ∃ p ε : Fin (Module.finrank ℂ V) → ℝ, (∀ i, 0 ≤ p i) ∧
      (∀ i, Module.End.HasEigenvalue H (ε i : ℂ)) ∧
      (∀ a, ∑ i, p i * (ε i - a) = energy H v - a) ∧
      ∀ a b, ∑ i, p i * ((ε i - a) * (ε i - b)) =
        variance H v + (energy H v - a) * (energy H v - b) := by
  have hn : Module.finrank ℂ V = Module.finrank ℂ V := rfl
  let B := hH.eigenvectorBasis hn
  let ε := hH.eigenvalues hn
  have hB : ∀ i, H (B i) = (ε i : ℂ) • B i := fun i => hH.apply_eigenvectorBasis hn i
  -- H multiplies each amplitude by its eigenvalue
  have hc : ∀ i, inner ℂ (B i) (H v) = (ε i : ℂ) * inner ℂ (B i) v := by
    intro i
    rw [← hH (B i) v, hB, inner_smul_left, Complex.conj_ofReal]
  have h0 : ∑ i, ‖inner ℂ (B i) v‖ ^ 2 = 1 := by
    rw [B.sum_sq_norm_inner_right v, hv, one_pow]
  have h1 : ∑ i, ‖inner ℂ (B i) v‖ ^ 2 * ε i = energy H v := by
    unfold energy
    rw [← B.sum_inner_mul_inner v (H v), Complex.re_sum]
    refine sum_congr rfl fun i _ => ?_
    rw [hc, ← inner_conj_symm v (B i), Complex.sq_norm, Complex.normSq_apply]
    simp only [Complex.mul_re, Complex.mul_im, Complex.conj_re, Complex.conj_im,
      Complex.ofReal_re, Complex.ofReal_im]
    ring
  have h2 : ∑ i, ‖inner ℂ (B i) v‖ ^ 2 * ε i ^ 2 = ‖H v‖ ^ 2 := by
    rw [← B.sum_sq_norm_inner_right (H v)]
    refine sum_congr rfl fun i _ => ?_
    rw [hc, norm_mul, mul_pow, Complex.norm_real, Real.norm_eq_abs, sq_abs]
    ring
  refine ⟨fun i => ‖inner ℂ (B i) v‖ ^ 2, ε, fun i => sq_nonneg _,
    fun i => hH.hasEigenvalue_eigenvalues hn i, fun a => ?_, fun a b => ?_⟩
  · simp only [mul_sub, sum_sub_distrib, ← sum_mul]
    rw [h1, h0, one_mul]
  · have h3 : ∑ i, ‖inner ℂ (B i) v‖ ^ 2 * ((ε i - a) * (ε i - b)) =
        ∑ i, ‖inner ℂ (B i) v‖ ^ 2 * ε i ^ 2
          - (a + b) * ∑ i, ‖inner ℂ (B i) v‖ ^ 2 * ε i
          + a * b * ∑ i, ‖inner ℂ (B i) v‖ ^ 2 := by
      rw [mul_sum, mul_sum, ← sum_sub_distrib, ← sum_add_distrib]
      exact sum_congr rfl fun i _ => by ring
    rw [h3, h0, h1, h2]
    unfold variance
    ring
```

The `∃ p ε` says that there are weights p_i and energies ε_i, with i running over as many values as V has dimensions. The weights are nonnegative, each ε_i is an eigenvalue of H, and for all real a and b

Σ_i p_i (ε_i − a) = E − a
Σ_i p_i (ε_i − a)(ε_i − b) = s + (E − a)(E − b).

To derive this, take an orthonormal eigenbasis b_i of H, which the proof calls `B i`, and set p_i = |⟨b_i, v⟩|². Since H is Hermitian, ⟨b_i, Hv⟩ = ε_i ⟨b_i, v⟩; this is `hc`. Expanding in the basis gives the three moments `h0`, `h1` and `h2`:

Σ_i p_i = 1
Σ_i p_i ε_i = E
Σ_i p_i ε_i² = ‖Hv‖² = s + E².

The first identity follows by subtracting a. For the second, multiply out:

Σ_i p_i (ε_i − a)(ε_i − b) = s + E² − (a + b)E + ab = s + (E − a)(E − b).

The eigenbasis comes from Mathlib's spectral theorem, so the only assumption on H here is `H.IsSymmetric`, that is, Hermiticity.

## The variance lies between two parabolas

```lean
/-- For a Hermitian `H` whose eigenvalues are `E0` or lie in `[E1, Emax]`, with `E0 < E1`, the
variance of a normalised state lies between two parabolas in its energy, which is at least `E0`. -/
theorem variance_between_parabolas {H : V →ₗ[ℂ] V} (hH : H.IsSymmetric) {E0 E1 Emax : ℝ}
    (hgap : E0 < E1) (hS : GappedSpectrum H E0 E1 Emax) {v : V} (hv : ‖v‖ = 1) :
    0 ≤ energy H v - E0 ∧
    (energy H v - E0) * (E1 - energy H v) ≤ variance H v ∧
    variance H v ≤ (energy H v - E0) * (Emax - energy H v) := by
  obtain ⟨p, ε, hp, hε, hlin, hquad⟩ := spectral_distribution hH hv
  refine ⟨?_, ?_, ?_⟩
  · rw [← hlin E0]
    refine sum_nonneg fun i _ => mul_nonneg (hp i) ?_
    rcases hS _ (hε i) with h | ⟨h, _⟩ <;> linarith
  · -- no eigenvalue lies strictly between E0 and E1
    have h : 0 ≤ ∑ i, p i * ((ε i - E0) * (ε i - E1)) := by
      refine sum_nonneg fun i _ => mul_nonneg (hp i) ?_
      rcases hS _ (hε i) with h | ⟨h, _⟩
      · rw [h, sub_self, zero_mul]
      · exact mul_nonneg (by linarith) (by linarith)
    rw [hquad] at h
    linarith
  · -- every eigenvalue other than E0 lies between E0 and Emax
    have h : ∑ i, p i * ((ε i - E0) * (ε i - Emax)) ≤ 0 := by
      refine sum_nonpos fun i _ => mul_nonpos_of_nonneg_of_nonpos (hp i) ?_
      rcases hS _ (hε i) with h | ⟨h, h'⟩
      · rw [h, sub_self, zero_mul]
      · exact mul_nonpos_of_nonneg_of_nonpos (by linarith) (by linarith)
    rw [hquad] at h
    linarith
```

The names before the colon, such as `hgap` and `hS`, label hypotheses. The conclusion, with `∧` for "and", is

0 ≤ E − E0
(E − E0)(E1 − E) ≤ s ≤ (E − E0)(Emax − E).

Each part comes from the sign of a polynomial on the spectrum. No eigenvalue lies below E0, so the average of ε_i − E0, which is E − E0, is nonnegative. No eigenvalue lies strictly between E0 and E1, so (ε_i − E0)(ε_i − E1) ≥ 0 for every i. Averaging with a = E0 and b = E1 gives

0 ≤ s + (E − E0)(E − E1),

which is the lower parabola. Every eigenvalue lies between E0 and Emax or equals E0, so (ε_i − E0)(ε_i − Emax) ≤ 0, and averaging gives the upper parabola.

In the proof, `obtain` unpacks the weights and energies, `rcases` splits each eigenvalue into the two cases allowed by `hS`, and `linarith` does the linear rearrangement.

The same argument works at any gap in the spectrum. If no eigenvalue lies strictly between α and β, with α < β, then s ≥ (E − α)(β − E). For α an excited energy and E < β, this gives E − α ≤ s/(β − E), a lower bound on that excited energy.

## Bracketing the energy error

```lean
/-- Let the eigenvalues of a Hermitian `H` be `E0` or lie in `[E1, Emax]`, with `E0 < E1 ≤ Emax`.
The variance of a normalised state with energy below `E1` brackets its energy error from both
sides. -/
theorem energy_error_bracket {H : V →ₗ[ℂ] V} (hH : H.IsSymmetric) {E0 E1 Emax : ℝ}
    (hgap : E0 < E1) (hmax : E1 ≤ Emax) (hS : GappedSpectrum H E0 E1 Emax)
    {v : V} (hv : ‖v‖ = 1) (hE : energy H v < E1) :
    variance H v / (Emax - energy H v) ≤ energy H v - E0 ∧
    energy H v - E0 ≤ variance H v / (E1 - energy H v) := by
  obtain ⟨_, hlow, hup⟩ := variance_between_parabolas hH hgap hS hv
  exact ⟨(div_le_iff₀ (by linarith)).2 hup, (le_div_iff₀ (by linarith)).2 hlow⟩
```

With E0 < E1 ≤ Emax and E < E1, both Emax − E and E1 − E are positive. Dividing the parabolas by them gives

s/(Emax − E) ≤ E − E0 ≤ s/(E1 − E).

The two division lemmas in the last line of the proof do this, and `linarith` supplies the positivity. The right-hand inequality, rearranged as E0 ≥ E − s/(E1 − E), is Temple's lower bound on the ground-state energy.

In a selected CI calculation, v is usually an eigenvector of H projected onto a chosen set of determinants. Inside that set Hv has component Ev, so the variance is the weight of Hv outside it:

s = Σ_a |⟨a, Hv⟩|², with a running over the determinants left out.

Suppose, for illustration, that s = 0.002, E1 − E = 0.25 and Emax − E = 20 in atomic units. The energy error then lies between 0.0001 and 0.008 hartree. The upper figure needs an E1 that does not exceed the true first excited energy, and a variational estimate of that energy may lie too high.

## The slope towards the exact point

```lean
/-- Let the eigenvalues of a Hermitian `H` be `E0` or lie in `[E1, Emax]`, with `E1 ≤ Emax`. For a
normalised state with energy `E` strictly between `E0` and `E1`, the line from the point (0, `E0`)
to the point (variance, energy) of the state has a slope between `1 / (Emax - E)` and
`1 / (E1 - E)`. -/
theorem extrapolation_slope_bracket {H : V →ₗ[ℂ] V} (hH : H.IsSymmetric) {E0 E1 Emax : ℝ}
    (hmax : E1 ≤ Emax) (hS : GappedSpectrum H E0 E1 Emax)
    {v : V} (hv : ‖v‖ = 1) (h0 : E0 < energy H v) (hE : energy H v < E1) :
    1 / (Emax - energy H v) ≤ (energy H v - E0) / variance H v ∧
    (energy H v - E0) / variance H v ≤ 1 / (E1 - energy H v) := by
  obtain ⟨_, hlow, hup⟩ := variance_between_parabolas hH (h0.trans hE) hS hv
  have hs : 0 < variance H v :=
    lt_of_lt_of_le (mul_pos (sub_pos.2 h0) (sub_pos.2 hE)) hlow
  constructor
  · rw [div_le_div_iff₀ (by linarith) hs]
    linarith
  · rw [div_le_div_iff₀ hs (by linarith)]
    linarith
```

If E0 < E < E1 ≤ Emax, then

1/(Emax − E) ≤ (E − E0)/s ≤ 1/(E1 − E).

The middle quantity is the slope of the line from the exact point (0, E0) to the computed point (s, E). It is not the slope of a line through two computed points. The lower parabola gives s ≥ (E − E0)(E1 − E) > 0, which is `hs`, so division by s is legitimate. Cross-multiplying then turns each inequality back into one of the parabolas.

```lean
/-- If a Hermitian `H` has no eigenvalues other than `E0` and `E1`, the variance of a normalised
state is exactly the parabola `(E - E0)(E1 - E)` in its energy `E`. -/
theorem two_level_variance {H : V →ₗ[ℂ] V} (hH : H.IsSymmetric) {E0 E1 : ℝ}
    (hS : ∀ μ : ℝ, Module.End.HasEigenvalue H (μ : ℂ) → μ = E0 ∨ μ = E1)
    {v : V} (hv : ‖v‖ = 1) :
    variance H v = (energy H v - E0) * (E1 - energy H v) := by
  obtain ⟨p, ε, _, hε, _, hquad⟩ := spectral_distribution hH hv
  have h : ∑ i, p i * ((ε i - E0) * (ε i - E1)) = 0 := by
    refine sum_eq_zero fun i _ => ?_
    rcases hS _ (hε i) with h | h <;> rw [h] <;> ring
  rw [hquad] at h
  linarith
```

When H has only the energies E0 and E1, the product (ε_i − E0)(ε_i − E1) is zero for every i. Its average is therefore zero, and

s = (E − E0)(E1 − E).

Even in this simplest case the energy is not a linear function of the variance. The slope to the exact point is 1/(E1 − E) for E strictly between the two levels, so it changes as the state improves.

## The error of a two-point extrapolation

```lean
/-- Let the eigenvalues of a Hermitian `H` be `E0` or lie in `[E1, Emax]`, with `E0 < E1`. The
two-point extrapolation from normalised states `u` and `v`, with energies `E_u` and `E_v` and
different variances `s_u` and `s_v`, misses `E0` by at most the product of their energy errors times
`(Emax - E1 + |E_u - E_v|) / |s_v - s_u|`. -/
theorem extrapolation_error {H : V →ₗ[ℂ] V} (hH : H.IsSymmetric) {E0 E1 Emax : ℝ}
    (hgap : E0 < E1) (hS : GappedSpectrum H E0 E1 Emax)
    {u v : V} (hu : ‖u‖ = 1) (hv : ‖v‖ = 1) (hne : variance H u ≠ variance H v) :
    |extrapolatedEnergy H u v - E0| ≤
      (energy H u - E0) * (energy H v - E0) * (Emax - E1 + |energy H u - energy H v|)
        / |variance H v - variance H u| := by
  obtain ⟨xu, lu, uu⟩ := variance_between_parabolas hH hgap hS hu
  obtain ⟨xv, lv, uv⟩ := variance_between_parabolas hH hgap hS hv
  have hd : variance H v - variance H u ≠ 0 := sub_ne_zero.2 hne.symm
  -- the error of the intercept as a single fraction
  have key : extrapolatedEnergy H u v - E0 =
      ((energy H u - E0) * variance H v - (energy H v - E0) * variance H u)
        / (variance H v - variance H u) := by
    unfold extrapolatedEnergy
    rw [eq_div_iff hd, sub_mul, sub_mul, div_mul_cancel₀ _ hd]
    ring
  rw [key, abs_div]
  refine div_le_div_of_nonneg_right ?_ (abs_nonneg _)
  -- insert the two parabolas for each state
  have a1 := mul_le_mul_of_nonneg_left uv xu
  have a2 := mul_le_mul_of_nonneg_left lv xu
  have b1 := mul_le_mul_of_nonneg_left uu xv
  have b2 := mul_le_mul_of_nonneg_left lu xv
  have c1 := mul_le_mul_of_nonneg_left (le_abs_self (energy H u - energy H v))
    (mul_nonneg xu xv)
  have c2 := mul_le_mul_of_nonneg_left (neg_abs_le (energy H u - energy H v))
    (mul_nonneg xu xv)
  rw [abs_le]
  constructor
  · nlinarith only [a2, b1, c2]
  · nlinarith only [a1, b2, c1]

end

end EnergyVarianceExtrapolation
```

Write x_u = E_u − E0 and x_v = E_v − E0 for the energy errors of the two states, and E_ext for the extrapolated energy. If s_u ≠ s_v, which is `hne`, the theorem says

|E_ext − E0| ≤ x_u x_v (Emax − E1 + |E_u − E_v|) / |s_v − s_u|.

Neither energy has to lie below E1. First put the error over a common denominator, which is the step `key`:

E_ext − E0 = (x_u s_v − x_v s_u)/(s_v − s_u).

To bound the numerator from above, use the upper parabola for s_v and the lower one for s_u:

x_u s_v − x_v s_u ≤ x_u x_v [(Emax − E_v) − (E1 − E_u)] = x_u x_v (Emax − E1 + E_u − E_v).

Exchanging the roles of the parabolas bounds it from below:

x_u s_v − x_v s_u ≥ −x_u x_v (Emax − E1 + E_v − E_u).

Both brackets are at most Emax − E1 + |E_u − E_v|, and dividing by |s_v − s_u| finishes the argument. In the code, `a1` to `b2` are the parabolas multiplied by the nonnegative errors, `c1` and `c2` handle the absolute value, and `nlinarith` combines them.

For selected CI in a finite orbital basis, this is a worst-case bound on the two-point extrapolation, and it can be weak. The upper parabola gives |s_v − s_u| ≤ max(x_u, x_v)(Emax − E0), so when the variances differ the bound is never smaller than

min(x_u, x_v) (Emax − E1)/(Emax − E0).

When Emax is far above E1, that fraction is close to one, and the bound promises little improvement over the better of the two states. An extrapolation that does much better relies on something the hypotheses do not contain, such as both states having a small total weight on the excited levels, divided among those levels in similar proportions.

```lean
#print axioms EnergyVarianceExtrapolation.energy_error_bracket
#print axioms EnergyVarianceExtrapolation.extrapolation_slope_bracket
#print axioms EnergyVarianceExtrapolation.two_level_variance
#print axioms EnergyVarianceExtrapolation.extrapolation_error
```

```
'EnergyVarianceExtrapolation.energy_error_bracket' depends on axioms: [propext, Classical.choice, Quot.sound]
'EnergyVarianceExtrapolation.extrapolation_slope_bracket' depends on axioms: [propext, Classical.choice, Quot.sound]
'EnergyVarianceExtrapolation.two_level_variance' depends on axioms: [propext, Classical.choice, Quot.sound]
'EnergyVarianceExtrapolation.extrapolation_error' depends on axioms: [propext, Classical.choice, Quot.sound]
```
